# Hubbard projectors from non-orthogonal orbitals: invariance of the penalty and hermiticity of partial sums

## Physical setting

Take two orbitals in $\mathbb{C}^3$ with an orthonormal basis, $a_0=(1,0,0)^T$ and $a_1=(1,1,0)^T$, and let them be the columns of a $3\times 2$ matrix $A$. With $\dagger$ the conjugate transpose, the overlap matrix $O=A^\dagger A$ and its inverse are
$$O=\begin{pmatrix}1&1\\1&2\end{pmatrix},\qquad O^{-1}=\begin{pmatrix}2&-1\\-1&1\end{pmatrix}.$$
The orbital $a_1$ has norm $\sqrt2$, so the entry $O_{01}=1$ corresponds to a normalised overlap of $1/\sqrt2$. The dual orbitals are the columns of $AO^{-1}$, namely $\tilde a_0=2a_0-a_1=(1,-1,0)^T$ and $\tilde a_1=a_1-a_0=(0,1,0)^T$, and they satisfy $\tilde a_i^\dagger a_j=\delta_{ij}$. The two rank-one operators are
$$a_0\tilde a_0^\dagger=\begin{pmatrix}1&-1&0\\0&0&0\\0&0&0\end{pmatrix},\qquad a_1\tilde a_1^\dagger=\begin{pmatrix}0&1&0\\0&1&0\\0&0&0\end{pmatrix}.$$
Each squares to itself and neither is Hermitian, but their sum is $P=\mathrm{diag}(1,1,0)$, the orthogonal projector onto the plane of the two orbitals. In the normalised state $(1,i,0)^T/\sqrt2$ the operator $a_0\tilde a_0^\dagger$ has expectation value $(1-i)/2$, which is not an occupation number. For the density matrix $\rho=\psi\psi^\dagger$ with $\psi=(1,0,1)^T/\sqrt2$, the occupancy matrix is $n=O^{-1}A^\dagger\rho A=\tfrac12\begin{pmatrix}1&1\\0&0\end{pmatrix}$. It is not Hermitian, yet $\operatorname{tr}(n-n^2)=\tfrac12-\tfrac14$ equals $p-p^2$ with $p=\psi^\dagger P\psi=\tfrac12$. Of these numbers the Lean file checks the inverse of $O$, the entry $O_{01}=1$ and the non-hermiticity of $a_0\tilde a_0^\dagger$; the others, like the side remarks and the variant with a metric below, are ordinary algebra that has not been through the kernel.

In the simplified rotationally invariant form of DFT+U, the correction energy is a sum over sites and spins of a constant times $\operatorname{tr}(n-n^2)$, where $n$ is the occupancy matrix of the localised orbitals of one site for one spin. The result here concerns the occupancy matrix $n=O^{-1}A^\dagger\rho A$ of one set of linearly independent orbitals, for a given $\rho$ in a finite orthonormal basis: the trace does not change when these orbitals are mixed among themselves by an invertible matrix. It also settles, in the same finite model, when the orbitals of one site, paired with duals from the overlap of all sites, give a Hermitian projector.

## Statement

Basis functions carry indices $\mu,\nu$ and orbitals carry indices $i,j$, all from finite sets. The complex matrix $A$ has entries $A_{\mu i}$ and columns $a_i$, and $O=A^\dagger A$ is assumed invertible. Let $\rho$ be any square matrix on the basis indices and $I$ any subset of the orbital indices. Define
$$\tilde A=AO^{-1},\quad P=AO^{-1}A^\dagger,\quad n=O^{-1}A^\dagger\rho A,\quad Q_I=\sum_{i\in I}a_i\tilde a_i^\dagger ,$$
where $\tilde a_i$ is column $i$ of $\tilde A$, and let $D_I$ be the diagonal matrix with entries $d_i=1$ for $i\in I$ and $d_i=0$ otherwise. Then:

1. $O^{-1}$ is Hermitian, and $\tilde A^\dagger A=1$.
2. $P^\dagger=P$, $P^2=P$ and $PA=A$.
3. $\operatorname{tr}(n-n^2)=\operatorname{tr}(P\rho-P\rho P\rho)$ for every $\rho$.
4. For an invertible matrix $T$ on the orbital indices, the overlap of $AT$ is invertible, and under $A\to AT$ the projector $P$ is unchanged, $n$ becomes $T^{-1}nT$, and $\operatorname{tr}(n-n^2)$ is unchanged.
5. $Q_I=AD_IO^{-1}A^\dagger$ and $Q_I^2=Q_I$ for every $I$.
6. $Q_I^\dagger=Q_I$ if and only if $O_{ij}=0$ for all $i\in I$, $j\notin I$.
7. For the two orbitals above, $O_{01}=1$ and $Q_{\{0\}}$ is not Hermitian.

## Derivation

Claim 1. The overlap is Hermitian, $O^\dagger=(A^\dagger A)^\dagger=O$. The adjoint of $OO^{-1}=1$ is then $(O^{-1})^\dagger O=1$, so $(O^{-1})^\dagger=(O^{-1})^\dagger OO^{-1}=O^{-1}$. It follows that $\tilde A^\dagger A=O^{-1}A^\dagger A=O^{-1}O=1$.

Claim 2. Reversing the factors gives $P^\dagger=A(O^{-1})^\dagger A^\dagger=P$. Next, $PA=AO^{-1}(A^\dagger A)=A$, and therefore $P^2=(PA)O^{-1}A^\dagger=AO^{-1}A^\dagger=P$.

Claim 3. Put $B=O^{-1}A^\dagger\rho$, so that $n=BA$ and $P\rho=AB$. Then $n-n^2=(B-BAB)A$, and moving $A$ to the front inside the trace gives
$$\operatorname{tr}(n-n^2)=\operatorname{tr}\big(A(B-BAB)\big)=\operatorname{tr}(AB-ABAB)=\operatorname{tr}(P\rho-P\rho P\rho).$$
The left trace runs over orbitals and the right one over basis functions.

Claim 4. The new overlap is $O'=T^\dagger OT$. The adjoint of $TT^{-1}=1$ is $(T^{-1})^\dagger T^\dagger=1$, hence $T^{-1}O^{-1}(T^{-1})^\dagger\,T^\dagger OT=T^{-1}O^{-1}OT=1$. A left inverse of a square matrix is a two-sided inverse, so $O'^{-1}=T^{-1}O^{-1}(T^{-1})^\dagger$. The new projector and occupancy matrix are
$$P'=A\,TT^{-1}\,O^{-1}\,(T^{-1})^\dagger T^\dagger\,A^\dagger=P,\qquad n'=T^{-1}O^{-1}\,(T^{-1})^\dagger T^\dagger\,A^\dagger\rho AT=T^{-1}nT .$$
By claim 3 the penalty depends on the orbitals only through $P$, so it does not change.

Claim 5. The entry $(\mu,\nu)$ of $Q_I$ is $\sum_{i\in I}A_{\mu i}\overline{\tilde A_{\nu i}}=\sum_iA_{\mu i}\,d_i\,(\tilde A^\dagger)_{i\nu}$, so $Q_I=AD_I\tilde A^\dagger=AD_IO^{-1}A^\dagger$. Since $d_i^2=d_i$,
$$Q_I^2=AD_I\,(O^{-1}A^\dagger A)\,D_IO^{-1}A^\dagger=AD_I^2O^{-1}A^\dagger=Q_I .$$

Claim 6. Because $D_I$ and $O^{-1}$ are Hermitian, $Q_I^\dagger=AO^{-1}D_IA^\dagger$. Suppose $Q_I^\dagger=Q_I$ and multiply by $A^\dagger$ on the left and $A$ on the right:
$$A^\dagger Q_I^\dagger A=OO^{-1}D_IO=D_IO,\qquad A^\dagger Q_IA=OD_IO^{-1}O=OD_I .$$
The entry $(i,j)$ of $D_IO=OD_I$ reads $d_iO_{ij}=O_{ij}d_j$, which for $i\in I$, $j\notin I$ is $O_{ij}=0$. Conversely, assume the block condition and check $d_iO_{ij}=O_{ij}d_j$. It is trivial when $i$ and $j$ are both in $I$ or both outside. For $i\in I$, $j\notin I$ it is the assumption. For $i\notin I$, $j\in I$ it follows from $O_{ij}=\overline{O_{ji}}=0$. With $D_IO=OD_I$,
$$Q_I^\dagger=AO^{-1}D_I\,OO^{-1}A^\dagger=AO^{-1}O\,D_IO^{-1}A^\dagger=Q_I .$$

Claim 7. With $I=\{0\}$, hermiticity would force $O_{01}=0$ by claim 6, while $O_{01}=a_0^\dagger a_1=1$.

## What the formal version assumes

The basis indices form the finite type `m` and the orbital indices the finite type `k`, and `A : Matrix m k ℂ` holds $A_{\mu i}$ as `A μ i`. The superscript in `Aᴴ` is $\dagger$. Defining `overlap A` as `Aᴴ * A` fixes two conventions: the basis is orthonormal, and $O_{ij}=a_i^\dagger a_j$ is conjugate-linear in the first orbital. The orbitals need not be normalised.

Invertibility is the hypothesis `Invertible (overlap A)`, and $O^{-1}$ is written `⅟(overlap A)`. Physically it says that the orbitals are linearly independent; the file assumes it in this form and does not derive it from independence. The definitions `dual`, `proj`, `occ` and `penalty` are $\tilde A$, $P$, $n$ and $\operatorname{tr}(n-n^2)$, and `selector I` is $D_I$. The operator `subProj A I` is defined as the sum over `i ∈ I` of outer products `vecMulVec`, with `star` conjugating the dual, so its matrix form is a theorem and not a definition. In `subProj` the duals always come from the overlap of all columns of `A`. Duals from a site's own overlap correspond to taking `A` to hold that site's orbitals alone, and then claim 2 applies.

The matrix `ρ` is arbitrary: it need not be Hermitian, positive or idempotent. Accordingly `penalty` is a complex number, and nothing is stated about its being real or non-negative. There is no interaction parameter $U$, spin label, sum over sites or self-consistent dependence of $\rho$ on the correction. The penalty and its invariance concern the full set of columns; no occupancy matrix or penalty is defined for a subset $I$, and `mixing_invariance` says nothing about $Q_I$. When $I$ is empty or contains every orbital, the block condition is vacuous and claim 6 says that $Q_I$ is Hermitian. With no orbitals at all, $P=0$ and both traces in claim 3 vanish.

The basis could instead have been taken non-orthogonal, as with atomic basis sets, with a positive definite metric $S$ and inner product $u^\dagger Sv$ of coefficient vectors $u,v$. The overlap would be $A^\dagger SA$, and the projector acting on coefficients would be $AO^{-1}A^\dagger S$. Hermiticity would be replaced by self-adjointness in the metric, $P^\dagger S=SP$, and $\rho$ would be a density kernel times $S$. The definitions would carry these extra factors and the statements a hypothesis on $S$; the substitutions $A\to S^{1/2}A$ and $\rho\to S^{1/2}\rho S^{-1/2}$ together would lead back to the orthonormal form.

## The Lean file

```lean
import Mathlib

open Matrix

namespace HubbardProjectors

noncomputable section

variable {m k : Type*} [Fintype m] [Fintype k] [DecidableEq k]

/-- Overlap matrix `O = Aᴴ A` of the orbitals stored as the columns of `A`. -/
def overlap (A : Matrix m k ℂ) : Matrix k k ℂ := Aᴴ * A

/-- Dual orbitals, the columns of `A O⁻¹`, built from the full overlap matrix. -/
def dual (A : Matrix m k ℂ) [Invertible (overlap A)] : Matrix m k ℂ := A * ⅟(overlap A)

/-- Hubbard projector `P = A O⁻¹ Aᴴ`. -/
def proj (A : Matrix m k ℂ) [Invertible (overlap A)] : Matrix m m ℂ := A * ⅟(overlap A) * Aᴴ

/-- Occupancy matrix `n = O⁻¹ Aᴴ ρ A`. -/
def occ (A : Matrix m k ℂ) [Invertible (overlap A)] (ρ : Matrix m m ℂ) : Matrix k k ℂ :=
  ⅟(overlap A) * Aᴴ * ρ * A

/-- The Hubbard penalty `tr (n - n²)`. -/
def penalty (A : Matrix m k ℂ) [Invertible (overlap A)] (ρ : Matrix m m ℂ) : ℂ :=
  trace (occ A ρ - occ A ρ * occ A ρ)

/-- The operator `∑_{i ∈ I} a_i ã_iᴴ` for a subset `I` of the orbitals `a_i` with duals `ã_i`. -/
def subProj (A : Matrix m k ℂ) [Invertible (overlap A)] (I : Finset k) : Matrix m m ℂ :=
  ∑ i ∈ I, vecMulVec (fun μ => A μ i) (fun ν => star (dual A ν i))

/-- Diagonal matrix `D_I` with entry one on the indices in `I` and zero elsewhere. -/
def selector (I : Finset k) : Matrix k k ℂ := diagonal (fun i => if i ∈ I then 1 else 0)

variable (A : Matrix m k ℂ) [Invertible (overlap A)]

/-- The inverse overlap matrix is Hermitian. -/
theorem invOverlap_conjTranspose : (⅟(overlap A))ᴴ = ⅟(overlap A) := by
  have hO : (overlap A)ᴴ = overlap A := by simp [overlap]
  have h1 : overlap A * ⅟(overlap A) = 1 := mul_invOf_self _
  have h2 : (⅟(overlap A))ᴴ * overlap A = 1 := by
    have := congrArg conjTranspose h1
    rwa [conjTranspose_mul, conjTranspose_one, hO] at this
  calc (⅟(overlap A))ᴴ = (⅟(overlap A))ᴴ * (overlap A * ⅟(overlap A)) := by
        rw [h1, Matrix.mul_one]
    _ = ⅟(overlap A) := by rw [← Matrix.mul_assoc, h2, Matrix.one_mul]

/-- The duals are biorthogonal to the orbitals: `Ãᴴ A = 1`. -/
theorem dual_biorthogonal : (dual A)ᴴ * A = 1 := by
  rw [dual, conjTranspose_mul, invOverlap_conjTranspose, Matrix.mul_assoc]
  exact invOf_mul_self (overlap A)

/-- `P = A O⁻¹ Aᴴ` is Hermitian and idempotent, and it leaves every orbital unchanged. -/
theorem proj_spec : (proj A).IsHermitian ∧ proj A * proj A = proj A ∧ proj A * A = A := by
  have hS : ⅟(overlap A) * (Aᴴ * A) = 1 := invOf_mul_self (overlap A)
  have hA : proj A * A = A := by
    calc proj A * A = A * (⅟(overlap A) * (Aᴴ * A)) := by simp only [proj, Matrix.mul_assoc]
      _ = A := by rw [hS, Matrix.mul_one]
  refine ⟨?_, ?_, hA⟩
  · simp only [IsHermitian, proj, conjTranspose_mul, conjTranspose_conjTranspose,
      invOverlap_conjTranspose, Matrix.mul_assoc]
  · calc proj A * proj A = proj A * A * ⅟(overlap A) * Aᴴ := by
          simp only [proj, Matrix.mul_assoc]
      _ = proj A := by rw [hA, proj]

/-- For every `ρ` the penalty depends on the orbitals only through the projector:
`tr (n - n²) = tr (P ρ - P ρ P ρ)`. -/
theorem penalty_eq (ρ : Matrix m m ℂ) :
    penalty A ρ = trace (proj A * ρ - proj A * ρ * proj A * ρ) := by
  -- with `B = O⁻¹ Aᴴ ρ` one has `n = B A` and `P ρ = A B`
  calc penalty A ρ = trace ((⅟(overlap A) * Aᴴ * ρ
          - ⅟(overlap A) * Aᴴ * ρ * A * (⅟(overlap A) * Aᴴ * ρ)) * A) := by
        simp only [penalty, occ, Matrix.sub_mul, Matrix.mul_assoc]
    _ = _ := by
        rw [trace_mul_comm]
        simp only [proj, Matrix.mul_sub, Matrix.mul_assoc]

/-- For invertible `T`, the matrix `T⁻¹ O⁻¹ (T⁻¹)ᴴ` is a left inverse of the overlap of `A T`. -/
theorem mixed_overlap_inverse (T : Matrix k k ℂ) [Invertible T] :
    ⅟T * ⅟(overlap A) * (⅟T)ᴴ * overlap (A * T) = 1 := by
  have h0 : overlap (A * T) = Tᴴ * (Aᴴ * A) * T := by
    simp only [overlap, conjTranspose_mul, Matrix.mul_assoc]
  have hS : ⅟(overlap A) * (Aᴴ * A) = 1 := invOf_mul_self (overlap A)
  have hT : T * ⅟T = 1 := mul_invOf_self T
  have hT' : (⅟T)ᴴ * Tᴴ = 1 := by rw [← conjTranspose_mul, hT, conjTranspose_one]
  rw [h0]
  calc _ = ⅟T * (⅟(overlap A) * ((⅟T)ᴴ * Tᴴ) * (Aᴴ * A)) * T := by
        simp only [Matrix.mul_assoc]
    _ = 1 := by
        rw [hT', Matrix.mul_one, hS, Matrix.mul_one]
        exact invOf_mul_self T

/-- The overlap of the mixed orbitals `A T` is invertible, with inverse `T⁻¹ O⁻¹ (T⁻¹)ᴴ`. -/
instance mixedOverlapInvertible (T : Matrix k k ℂ) [Invertible T] :
    Invertible (overlap (A * T)) :=
  ⟨⅟T * ⅟(overlap A) * (⅟T)ᴴ, mixed_overlap_inverse A T,
    mul_eq_one_comm.mp (mixed_overlap_inverse A T)⟩

/-- Under `A → A T` with `T` invertible the projector is unchanged, the occupancy matrix
becomes `T⁻¹ n T`, and the penalty is unchanged. -/
theorem mixing_invariance (T : Matrix k k ℂ) [Invertible T] (ρ : Matrix m m ℂ) :
    proj (A * T) = proj A ∧ occ (A * T) ρ = ⅟T * occ A ρ * T ∧
      penalty (A * T) ρ = penalty A ρ := by
  have hinv : ⅟(overlap (A * T)) = ⅟T * ⅟(overlap A) * (⅟T)ᴴ := rfl
  have hT : T * ⅟T = 1 := mul_invOf_self T
  have hT' : (⅟T)ᴴ * Tᴴ = 1 := by rw [← conjTranspose_mul, hT, conjTranspose_one]
  have hP : proj (A * T) = proj A := by
    unfold proj
    rw [hinv, conjTranspose_mul]
    calc _ = A * (T * ⅟T) * ⅟(overlap A) * ((⅟T)ᴴ * Tᴴ) * Aᴴ := by
          simp only [Matrix.mul_assoc]
      _ = _ := by rw [hT, hT', Matrix.mul_one, Matrix.mul_one]
  refine ⟨hP, ?_, by rw [penalty_eq, penalty_eq, hP]⟩
  unfold occ
  rw [hinv, conjTranspose_mul]
  calc _ = ⅟T * (⅟(overlap A) * ((⅟T)ᴴ * Tᴴ) * Aᴴ * ρ * A) * T := by
        simp only [Matrix.mul_assoc]
    _ = _ := by rw [hT', Matrix.mul_one]

/-- Matrix form of the partial sum: `∑_{i ∈ I} a_i ã_iᴴ = A D_I O⁻¹ Aᴴ`. -/
theorem subProj_eq (I : Finset k) : subProj A I = A * selector I * ⅟(overlap A) * Aᴴ := by
  have h : subProj A I = A * selector I * (dual A)ᴴ := by
    ext μ ν
    rw [Matrix.mul_apply]
    simp only [subProj, Matrix.sum_apply, vecMulVec_apply, selector, mul_diagonal,
      conjTranspose_apply, mul_ite, mul_one, mul_zero, ite_mul, zero_mul]
    rw [Finset.sum_ite_mem, Finset.univ_inter]
  rw [h, dual, conjTranspose_mul, invOverlap_conjTranspose]
  simp only [Matrix.mul_assoc]

/-- The partial sum `∑_{i ∈ I} a_i ã_iᴴ` is idempotent for every subset `I`. -/
theorem subProj_idempotent (I : Finset k) : subProj A I * subProj A I = subProj A I := by
  have hS : ⅟(overlap A) * (Aᴴ * A) = 1 := invOf_mul_self (overlap A)
  have hD : selector I * selector I = selector I := by
    unfold selector
    rw [diagonal_mul_diagonal]
    congr 1
    funext i
    split_ifs <;> simp
  rw [subProj_eq]
  calc _ = A * selector I * (⅟(overlap A) * (Aᴴ * A)) * selector I * ⅟(overlap A) * Aᴴ := by
        simp only [Matrix.mul_assoc]
    _ = _ := by rw [hS, Matrix.mul_one, Matrix.mul_assoc A (selector I) (selector I), hD]

/-- The partial sum `∑_{i ∈ I} a_i ã_iᴴ` is Hermitian exactly when the overlap vanishes
between the orbitals in `I` and those outside `I`. -/
theorem subProj_isHermitian_iff (I : Finset k) :
    (subProj A I).IsHermitian ↔ ∀ i ∈ I, ∀ j ∉ I, overlap A i j = 0 := by
  have hS : ⅟(overlap A) * (Aᴴ * A) = 1 := invOf_mul_self (overlap A)
  have hS' : Aᴴ * A * ⅟(overlap A) = 1 := mul_invOf_self (overlap A)
  have hD : (selector I)ᴴ = selector I := by
    unfold selector
    rw [diagonal_conjTranspose]
    congr 1
    funext i
    simp only [Pi.star_apply]
    split_ifs <;> simp
  have hQ : (subProj A I)ᴴ = A * ⅟(overlap A) * selector I * Aᴴ := by
    rw [subProj_eq]
    simp only [conjTranspose_mul, conjTranspose_conjTranspose, hD, invOverlap_conjTranspose,
      Matrix.mul_assoc]
  rw [IsHermitian, hQ, subProj_eq]
  constructor
  · intro h i hi j hj
    -- sandwiching between `Aᴴ` and `A` shows that `D_I` commutes with `O`
    have hc' : selector I * (Aᴴ * A) = Aᴴ * A * selector I := by
      calc selector I * (Aᴴ * A) = Aᴴ * A * ⅟(overlap A) * selector I * (Aᴴ * A) := by
            rw [hS', Matrix.one_mul]
        _ = Aᴴ * (A * ⅟(overlap A) * selector I * Aᴴ) * A := by simp only [Matrix.mul_assoc]
        _ = Aᴴ * A * selector I * (⅟(overlap A) * (Aᴴ * A)) := by
            rw [h]
            simp only [Matrix.mul_assoc]
        _ = _ := by rw [hS, Matrix.mul_one]
    have hc : selector I * overlap A = overlap A * selector I := hc'
    simpa [selector, hi, hj] using congrFun (congrFun hc i) j
  · intro h
    have hO : (overlap A)ᴴ = overlap A := by simp [overlap]
    -- a block-diagonal `O` commutes with `D_I`, and so does `O⁻¹`
    have hc : selector I * overlap A = overlap A * selector I := by
      ext i j
      have hs : overlap A i j = star (overlap A j i) := by rw [← conjTranspose_apply, hO]
      simp only [selector, diagonal_mul, mul_diagonal]
      by_cases hi : i ∈ I <;> by_cases hj : j ∈ I
      · simp [hi, hj]
      · simp [h i hi j hj]
      · rw [hs, h j hj i hi]
        simp
      · simp [hi, hj]
    have hc' : selector I * (Aᴴ * A) = Aᴴ * A * selector I := hc
    calc _ = A * ⅟(overlap A) * selector I * (Aᴴ * A * ⅟(overlap A)) * Aᴴ := by
          rw [hS', Matrix.mul_one]
      _ = A * ⅟(overlap A) * (selector I * (Aᴴ * A)) * ⅟(overlap A) * Aᴴ := by
          simp only [Matrix.mul_assoc]
      _ = A * (⅟(overlap A) * (Aᴴ * A)) * selector I * ⅟(overlap A) * Aᴴ := by
          rw [hc']
          simp only [Matrix.mul_assoc]
      _ = _ := by rw [hS, Matrix.mul_one]

/-- Two non-orthogonal orbitals, `(1,0,0)` and `(1,1,0)`, in a three-dimensional space. -/
def skewPair : Matrix (Fin 3) (Fin 2) ℂ := !![1, 1; 0, 1; 0, 0]

/-- The overlap matrix of the two skew orbitals is invertible. -/
instance skewPairInvertible : Invertible (overlap skewPair) :=
  ⟨!![2, -1; -1, 1],
    by
      ext i j
      fin_cases i <;> fin_cases j <;>
        simp [overlap, skewPair, Matrix.mul_apply, Fin.sum_univ_succ] <;> norm_num,
    by
      ext i j
      fin_cases i <;> fin_cases j <;>
        simp [overlap, skewPair, Matrix.mul_apply, Fin.sum_univ_succ] <;> norm_num⟩

/-- The two skew orbitals have overlap one, and `a_0 ã_0ᴴ` is not Hermitian. -/
theorem skewPair_witness :
    overlap skewPair 0 1 = 1 ∧ ¬ (subProj skewPair {0}).IsHermitian := by
  have h : overlap skewPair 0 1 = 1 := by
    simp [overlap, skewPair, Matrix.mul_apply, Fin.sum_univ_succ]
  refine ⟨h, fun hH => ?_⟩
  have h0 := (subProj_isHermitian_iff skewPair {0}).mp hH 0 (by simp) 1 (by simp)
  rw [h] at h0
  exact one_ne_zero h0

end

end HubbardProjectors
```

```lean
#print axioms HubbardProjectors.proj_spec
#print axioms HubbardProjectors.mixing_invariance
#print axioms HubbardProjectors.subProj_idempotent
#print axioms HubbardProjectors.subProj_isHermitian_iff
```

```
'HubbardProjectors.proj_spec' depends on axioms: [propext, Classical.choice, Quot.sound]
'HubbardProjectors.mixing_invariance' depends on axioms: [propext, Classical.choice, Quot.sound]
'HubbardProjectors.subProj_idempotent' depends on axioms: [propext, Classical.choice, Quot.sound]
'HubbardProjectors.subProj_isHermitian_iff' depends on axioms: [propext, Classical.choice, Quot.sound]
```

## Notes on the proof

Most `calc` blocks follow one pattern from the derivation: a product is rebracketed until $O^{-1}O$, $OO^{-1}$, $TT^{-1}$ or $(T^{-1})^\dagger T^\dagger$ stands together, and that factor is replaced by one through `hS`, `hS'`, `hT` or `hT'`.

In `invOverlap_conjTranspose`, `h2` is the adjoint of $OO^{-1}=1$, and the `calc` inserts $OO^{-1}$. `dual_biorthogonal` takes the adjoint of $AO^{-1}$ and finishes with `invOf_mul_self`. In `proj_spec`, `hA` proves $PA=A$ first and is reused for $P^2=P$.

`penalty_eq` writes $n-n^2$ as $(B-BAB)A$ with $B$ spelled out, applies `trace_mul_comm` once, and distributes $A$ over the difference. Neither $O^{-1}O=1$ nor the hermiticity of $O^{-1}$ enters this step.

`mixed_overlap_inverse` is the left-inverse computation of claim 4, with `h0` giving $O'=T^\dagger OT$. The instance `mixedOverlapInvertible` adds the right inverse through `mul_eq_one_comm`, so `mixing_invariance` needs no separate hypothesis on the overlap of `A * T`, and `hinv` holds by `rfl`. There `hP` is $P'=P$, the penalty part rewrites both sides with `penalty_eq` and uses `hP`, and the last `calc` gives $n'=T^{-1}nT$.

`subProj_eq` compares entries $(\mu,\nu)$, and `Finset.sum_ite_mem` turns the sum over all $i$ weighted by $d_i$ into the sum over $I$. In `subProj_idempotent`, `hD` is $D_I^2=D_I$.

In `subProj_isHermitian_iff`, `hD` is $D_I^\dagger=D_I$ and `hQ` is the formula for $Q_I^\dagger$. The forward branch obtains `hc'`, the relation $D_IO=OD_I$, by the sandwich between $A^\dagger$ and $A$, and `congrFun (congrFun hc i) j` reads off the entry $(i,j)$. The backward branch proves `hc` entrywise with `by_cases` on membership of $i$ and $j$, where `hs` is $O_{ij}=\overline{O_{ji}}$ and settles the case $i\notin I$, $j\in I$. The closing `calc` inserts $OO^{-1}$, moves $O$ past $D_I$ and cancels it.

`skewPair` is the matrix of the opening example, and `skewPairInvertible` verifies the stated inverse on both sides, entry by entry. `skewPair_witness` computes $O_{01}=1$, applies the forward direction of claim 6 with $i=0$, $j=1$, and reaches the contradiction $1=0$.
